# The all-up and all-down states span the ground space of a finite connected easy-axis spin-1/2 ferromagnet

Two spins 1/2 with exchange coupling J > 0 and anisotropy g > 1 have, with ħ = 1, the Hamiltonian

H = −J (Sx₁Sx₂ + Sy₁Sy₂ + g Sz₁Sz₂).

The states ↑↑ and ↓↓ have energy −Jg/4. In the antiparallel pair ↑↓, ↓↑ the diagonal energy is +Jg/4 and the exchange element is −J/2, so the levels are Jg/4 − J/2 and Jg/4 + J/2. Turning one spin costs Jg/2, exchange returns at most J/2, and a gap J(g − 1)/2 remains.

The same holds for spins on any finite connected graph with one such coupling per edge: the lowest level is exactly twofold, and every other level lies at least J(g − 1)/2 above it. Positive J favours parallel spins; g > 1 stands for a preferred axis, which in a crystal can come from spin-orbit coupling. This g is the ratio often written Δ, not the Landé factor.

## Configurations and spin operators

The sites form a finite set V.

In Lean 4 with Mathlib:

```lean
import Mathlib

namespace EasyAxisFerromagnet

noncomputable section

variable {V : Type*} [Fintype V] [DecidableEq V]
```

A configuration s gives each site i a value s i, with 0 for up and 1 for down. A state is a complex amplitude ψ(s) for each s.

```lean
/-- Spin-1/2 wave functions: a complex amplitude for each configuration (0 is up, 1 is down). -/
abbrev State (V : Type*) := (V → Fin 2) → ℂ
```

The one-spin matrices are half the Pauli matrices.

```lean
/-- The spin-1/2 matrix of the x component. -/
def Sx : Matrix (Fin 2) (Fin 2) ℂ := !![0, 1/2; 1/2, 0]

/-- The spin-1/2 matrix of the y component. -/
def Sy : Matrix (Fin 2) (Fin 2) ℂ := !![0, -Complex.I/2; Complex.I/2, 0]

/-- The spin-1/2 matrix of the z component. -/
def Sz : Matrix (Fin 2) (Fin 2) ℂ := !![1/2, 0; 0, -1/2]
```

A matrix A acting at site i changes only that spin:

(Aᵢψ)(s) = Σ_b A(s i, b) ψ(s with s i replaced by b).

This is the usual tensor-product operator, written for amplitudes.

```lean
/-- The one-spin matrix `A` acting on the spin at site `i`. -/
def site (A : Matrix (Fin 2) (Fin 2) ℂ) (i : V) : Module.End ℂ (State V) where
  toFun ψ s := ∑ b, A (s i) b * ψ (Function.update s i b)
  map_add' ψ φ := by
    funext s
    simp only [Fin.sum_univ_two, Pi.add_apply]
    ring
  map_smul' c ψ := by
    funext s
    simp only [Fin.sum_univ_two, Pi.smul_apply, smul_eq_mul, RingHom.id_apply]
    ring
```

One bond carries SxSx + SySy + g SzSz, without the factor −J.

```lean
/-- The bond operator SxSx + SySy + g SzSz of the sites `i` and `j`. -/
def bond (g : ℝ) (i j : V) : Module.End ℂ (State V) :=
  site Sx i * site Sx j + site Sy i * site Sy j + (g : ℂ) • (site Sz i * site Sz j)
```

The Hamiltonian sums the bonds over the edges of G. The code sums over oriented edges d (`G.Dart`), which meet each edge twice, so the prefactor is −J/2.

```lean
variable (G : SimpleGraph V) [DecidableRel G.Adj] (J g : ℝ)

/-- The Hamiltonian -J ∑ (SxSx + SySy + g SzSz) over the edges; the sum runs over both
orientations of each edge, hence the factor 1/2. -/
def hamiltonian : Module.End ℂ (State V) :=
  (-(J : ℂ) / 2) • ∑ d : G.Dart, bond g d.fst d.snd
```

With |E| the number of edges, the reference energy is

E₀ = −Jg|E|/4.

The name `groundEnergy` is only a label until the last theorem justifies it.

```lean
/-- The energy -J g / 4 per edge, summed over the edges. -/
def groundEnergy : ℝ := -J * g / 4 * G.edgeFinset.card
```

Let W(s) be the number of oriented edges with opposite spins at their ends. Here a domain wall means a single edge with opposite spins, so W(s) is twice the number of domain walls.

```lean
/-- The number of oriented edges with opposite spins at their ends (each edge counts twice). -/
def wallCount (s : V → Fin 2) : ℕ :=
  (Finset.univ.filter fun d : G.Dart => s d.fst ≠ s d.snd).card
```

The two aligned states have amplitude 1 on one uniform configuration and 0 elsewhere, so they are normalised.

```lean
/-- The state with all spins up (`c = 0`) or all spins down (`c = 1`). -/
def aligned (c : Fin 2) : State V := fun s => if ∀ i, s i = c then 1 else 0
```

## Energy as exchange and domain walls

Write s^{ij} for s with the spins at i and j exchanged. The transverse part SxSx + SySy gives zero on parallel spins and exchanges antiparallel ones with amplitude 1/2, while SzSz is +1/4 or −1/4. Hence

parallel: (bond ψ)(s) = (g/4) ψ(s)

antiparallel: (bond ψ)(s) = −(g/4) ψ(s) + ½ ψ(s^{ij}).

Both cases fit one formula:

(bond ψ)(s) = (g/4) ψ(s) − ½[ψ(s) − ψ(s^{ij})] − [s i ≠ s j] ((g − 1)/2) ψ(s),

where the bracket [s i ≠ s j] is 1 for antiparallel spins and 0 otherwise. The proof collects the four relevant amplitudes in a table `F`, and `fin_cases` runs through the four spin pairs.

```lean
omit [Fintype V] in
/-- On two distinct sites the bond operator is a constant, minus an exchange difference, minus
a term proportional to g - 1 that acts only on antiparallel spins. -/
theorem bond_apply {i j : V} (h : i ≠ j) (ψ : State V) (s : V → Fin 2) :
    bond g i j ψ s = (g : ℂ) / 4 * ψ s - 1 / 2 * (ψ s - ψ (s ∘ Equiv.swap i j))
      - (if s i ≠ s j then ((g : ℂ) - 1) / 2 * ψ s else 0) := by
  -- only the four configurations of the two spins matter
  obtain ⟨F, hF⟩ : ∃ F : Fin 2 → Fin 2 → ℂ, ∀ b c,
      F b c = ψ (Function.update (Function.update s i b) j c) := ⟨_, fun _ _ => rfl⟩
  have key : ∀ A B : Matrix (Fin 2) (Fin 2) ℂ, (site A i * site B j) ψ s =
      ∑ b, A (s i) b * ∑ c, B (s j) c * F b c := by
    intro A B
    simp only [Module.End.mul_apply, site, LinearMap.coe_mk, AddHom.coe_mk,
      Function.update_of_ne h.symm, hF]
  have hs : s ∘ Equiv.swap i j = Function.update (Function.update s i (s j)) j (s i) := by
    funext k
    rcases eq_or_ne k j with rfl | hj
    · simp
    rcases eq_or_ne k i with rfl | hi
    · simp [h]
    simp [Equiv.swap_apply_of_ne_of_ne hi hj, hi, hj]
  have h1 : ψ s = F (s i) (s j) := by
    rw [hF, Function.update_eq_self, Function.update_eq_self]
  have h2 : ψ (s ∘ Equiv.swap i j) = F (s j) (s i) := by rw [hF, hs]
  simp only [bond, LinearMap.add_apply, LinearMap.smul_apply, Pi.add_apply, Pi.smul_apply,
    smul_eq_mul, key, h1, h2]
  generalize s i = a
  generalize s j = b
  fin_cases a <;> fin_cases b <;> simp [Sx, Sy, Sz, Fin.sum_univ_two] <;> ring_nf <;>
    simp only [Complex.I_sq] <;> ring
```

Multiply by −J/2 and sum over the 2|E| oriented edges. With s^d for the exchange along d,

(Hψ)(s) = E₀ψ(s) + (J/4) Σ_d [ψ(s) − ψ(s^d)] + (J(g − 1)/4) W(s) ψ(s).

The proof sums the three terms separately, using `dart_card_eq_twice_card_edges` for the constant.

```lean
/-- The Hamiltonian acts as the constant `groundEnergy`, plus exchange differences, plus
an energy proportional to g - 1 and to the number of domain walls. -/
theorem hamiltonian_apply (ψ : State V) (s : V → Fin 2) :
    hamiltonian G J g ψ s = (groundEnergy G J g : ℂ) * ψ s
      + (J : ℂ) / 4 * ∑ d : G.Dart, (ψ s - ψ (s ∘ Equiv.swap d.fst d.snd))
      + (J : ℂ) * (g - 1) / 4 * (wallCount G s * ψ s) := by
  have hb := fun d : G.Dart => bond_apply g d.adj.ne ψ s
  obtain ⟨D, hD⟩ : ∃ D : G.Dart → ℂ, ∀ d,
      D d = ψ s - ψ (s ∘ Equiv.swap d.fst d.snd) := ⟨_, fun _ => rfl⟩
  simp only [← hD] at hb ⊢
  have hc : (Fintype.card G.Dart : ℂ) = 2 * G.edgeFinset.card := by
    exact_mod_cast G.dart_card_eq_twice_card_edges
  have h1 : hamiltonian G J g ψ s =
      -(J : ℂ) / 2 * ∑ d : G.Dart, bond g d.fst d.snd ψ s := by
    simp only [hamiltonian, LinearMap.smul_apply, LinearMap.sum_apply, Pi.smul_apply,
      Finset.sum_apply, smul_eq_mul]
  have hw : ∑ d : G.Dart, (if s d.fst ≠ s d.snd then ((g : ℂ) - 1) / 2 * ψ s else 0) =
      wallCount G s * (((g : ℂ) - 1) / 2 * ψ s) := by
    rw [← Finset.sum_filter, Finset.sum_const, nsmul_eq_mul, wallCount]
  have hx : ∑ d, (1 / 2 : ℂ) * D d = 1 / 2 * ∑ d, D d := (Finset.mul_sum _ _ _).symm
  rw [h1, Finset.sum_congr rfl fun d _ => hb d, Finset.sum_sub_distrib,
    Finset.sum_sub_distrib, hw, hx, Finset.sum_const, Finset.card_univ,
    nsmul_eq_mul, hc, groundEnergy]
  push_cast
  ring
```

If no edge had opposite spins, equal spins would propagate along every path, and a connected graph would be uniform. A non-uniform s therefore has a wall, and its two orientations give W(s) ≥ 2. The induction on the walk `w` is this propagation.

```lean
variable {G J g}

omit [DecidableEq V] in
/-- On a connected graph a configuration that is neither all up nor all down has a domain wall,
which is counted in both orientations. -/
theorem two_le_wallCount (hG : G.Connected) {s : V → Fin 2}
    (hs : ∀ c, ¬ ∀ i, s i = c) : 2 ≤ wallCount G s := by
  obtain ⟨d, hd⟩ : ∃ d : G.Dart, s d.fst ≠ s d.snd := by
    by_contra hno
    have hall : ∀ i j, G.Adj i j → s i = s j := fun i j hij =>
      not_not.1 fun hn => hno ⟨⟨(i, j), hij⟩, hn⟩
    obtain ⟨k⟩ := hG.nonempty
    refine hs (s k) fun i => ?_
    -- equal spins propagate along walks
    obtain ⟨w⟩ := hG.preconnected i k
    induction w with
    | nil => rfl
    | cons h _ ih => exact (hall _ _ h).trans ih
  exact Finset.one_lt_card.2 ⟨d, Finset.mem_filter.2 ⟨Finset.mem_univ _, hd⟩, d.symm,
    Finset.mem_filter.2 ⟨Finset.mem_univ _, hd.symm⟩, d.symm_ne.symm⟩
```

On a uniform configuration every exchange difference and W vanish, which leaves

(Hψ)(s) = E₀ψ(s).

```lean
/-- On a uniform configuration the Hamiltonian multiplies the amplitude by `groundEnergy`. -/
theorem hamiltonian_uniform (ψ : State V) (c : Fin 2) :
    hamiltonian G J g ψ (fun _ => c) = (groundEnergy G J g : ℂ) * ψ (fun _ => c) := by
  rw [hamiltonian_apply]
  simp [wallCount, Function.comp_def]
```

An aligned state has amplitude 1 on its own uniform configuration, where this equation applies. On any other configuration its amplitude is 0, and it stays 0 after an exchange of two spins, so both sides of Hψ = E₀ψ vanish. The proof splits into these two cases.

```lean
/-- The all-up and all-down states satisfy the eigenvalue equation at `groundEnergy`. -/
theorem hamiltonian_aligned (c : Fin 2) :
    hamiltonian G J g (aligned c) = (groundEnergy G J g : ℂ) • aligned c := by
  funext s
  by_cases h : ∀ i, s i = c
  · obtain rfl : s = fun _ => c := funext h
    exact hamiltonian_uniform _ c
  · have h0 : aligned c s = 0 := if_neg h
    have h1 : ∀ i j, aligned c (s ∘ Equiv.swap i j) = 0 := fun i j =>
      if_neg fun h' => h fun k => by simpa using h' (Equiv.swap i j k)
    rw [hamiltonian_apply]
    simp [h0, h1]
```

## The cost of a wall

Let Hψ = μψ with ψ ≠ 0, and let ψ vanish on both uniform configurations. Choose s with |ψ(s)| largest. Then ψ(s) ≠ 0, so s is non-uniform and W(s) ≥ 2. Dividing the eigenvalue equation at s by ψ(s) gives

μ = E₀ + (J(g − 1)/4) W(s) + (J/4) Σ_d [1 − ψ(s^d)/ψ(s)].

Each ratio has modulus at most 1, so each bracket has non-negative real part, and

Re μ ≥ E₀ + J(g − 1)/2.

In the code `Finite.exists_max` supplies s, `e'` is the divided equation and `hr` the sign of the exchange sum.

```lean
/-- On a connected graph with J > 0 and g > 1, an eigenvector without amplitude on the all-up and
all-down configurations has an energy (real part) at least J (g - 1) / 2 above `groundEnergy`. -/
theorem excitation_bound (hG : G.Connected) (hJ : 0 < J) (hg : 1 < g) {μ : ℂ} {ψ : State V}
    (hψ : hamiltonian G J g ψ = μ • ψ) (hne : ψ ≠ 0) (hc : ∀ c, ψ (fun _ => c) = 0) :
    groundEnergy G J g + J * (g - 1) / 2 ≤ μ.re := by
  -- look at the configuration of largest amplitude
  obtain ⟨s, hs⟩ := Finite.exists_max fun s => ‖ψ s‖
  have hpos : 0 < ‖ψ s‖ := by
    obtain ⟨t, ht⟩ := Function.ne_iff.1 hne
    have ht' : 0 < ‖ψ t‖ := norm_pos_iff.2 ht
    exact ht'.trans_le (hs t)
  have hz : ψ s ≠ 0 := norm_pos_iff.1 hpos
  have hw : (2 : ℝ) ≤ wallCount G s := by
    exact_mod_cast two_le_wallCount hG fun c h =>
      hz ((congrArg ψ (funext h : s = fun _ => c)).trans (hc c))
  have e := congrFun hψ s
  have hd : ∑ d : G.Dart, (ψ s - ψ (s ∘ Equiv.swap d.fst d.snd)) =
      (∑ d : G.Dart, (1 - ψ (s ∘ Equiv.swap d.fst d.snd) / ψ s)) * ψ s := by
    rw [Finset.sum_mul]
    exact Finset.sum_congr rfl fun d _ => by rw [sub_mul, one_mul, div_mul_cancel₀ _ hz]
  rw [hamiltonian_apply, Pi.smul_apply, smul_eq_mul, hd] at e
  have e' : μ = ((groundEnergy G J g + J * (g - 1) / 4 * wallCount G s : ℝ) : ℂ) +
      ((J / 4 : ℝ) : ℂ) * ∑ d : G.Dart, (1 - ψ (s ∘ Equiv.swap d.fst d.snd) / ψ s) := by
    apply mul_right_cancel₀ hz
    rw [← e]
    push_cast
    ring
  -- exchange cannot lower the energy there, since no other amplitude is larger
  have hr : 0 ≤ (∑ d : G.Dart, (1 - ψ (s ∘ Equiv.swap d.fst d.snd) / ψ s)).re := by
    rw [Complex.re_sum]
    refine Finset.sum_nonneg fun d _ => ?_
    rw [Complex.sub_re, Complex.one_re, sub_nonneg]
    refine ((le_abs_self _).trans (Complex.abs_re_le_norm _)).trans ?_
    rw [norm_div]
    exact (div_le_one hpos).2 (hs _)
  rw [e', Complex.add_re, Complex.ofReal_re, Complex.re_ofReal_mul]
  have hk := mul_pos hJ (sub_pos.2 hg)
  have h1 := mul_le_mul_of_nonneg_left hw (by linarith : 0 ≤ J * (g - 1) / 4)
  have h2 := mul_nonneg (by linarith : 0 ≤ J / 4) hr
  linarith
```

## The twofold ground level and its gap

Let Hψ = E₀ψ and subtract from ψ its two aligned components. The rest still satisfies the equation at E₀ and vanishes on the uniform configurations. Were it non-zero, the bound would give E₀ ≥ E₀ + J(g − 1)/2, which is false. So ψ lies in the span of the aligned states, which are linearly independent because each vanishes where the other is 1.

For an eigenvalue μ ≠ E₀, the equation on a uniform configuration reads (μ − E₀)ψ(s) = 0. The eigenvector vanishes there, and the bound applies.

The theorem has three parts: the `eigenspace` at E₀ equals the span, its dimension (`finrank`) is 2, and every other eigenvalue has real part at least E₀ + J(g − 1)/2. H is Hermitian, so the real part is the energy itself; that familiar fact is used here for the reading and is not proved in the code.

```lean
/-- On a finite connected graph with J > 0 and g > 1, the eigenspace at `groundEnergy` is the
two-dimensional span of the all-up and all-down states, and every other eigenvalue has real part
at least J (g - 1) / 2 above `groundEnergy`. -/
theorem lowest_eigenspace (hG : G.Connected) (hJ : 0 < J) (hg : 1 < g) :
    (hamiltonian G J g).eigenspace (groundEnergy G J g : ℂ) =
        Submodule.span ℂ {aligned 0, aligned 1} ∧
      Module.finrank ℂ ((hamiltonian G J g).eigenspace (groundEnergy G J g : ℂ)) = 2 ∧
      ∀ μ : ℂ, (hamiltonian G J g).HasEigenvalue μ → μ ≠ groundEnergy G J g →
        groundEnergy G J g + J * (g - 1) / 2 ≤ μ.re := by
  have : Nonempty V := hG.nonempty
  have hspan : (hamiltonian G J g).eigenspace (groundEnergy G J g : ℂ) =
      Submodule.span ℂ {aligned 0, aligned 1} := by
    apply le_antisymm
    · intro ψ hψ
      rw [Module.End.mem_eigenspace_iff] at hψ
      -- remove the aligned part; a non-zero rest would cost energy
      have hz : ψ - (ψ (fun _ => 0) • aligned 0 + ψ (fun _ => 1) • aligned 1) = 0 := by
        by_contra hne
        have h := excitation_bound hG hJ hg (μ := (groundEnergy G J g : ℂ))
          (by simp only [map_sub, map_add, map_smul, hψ, hamiltonian_aligned]; module) hne
          (Fin.forall_fin_two.2 ⟨by simp [aligned], by simp [aligned]⟩)
        rw [Complex.ofReal_re] at h
        have := mul_pos hJ (sub_pos.2 hg)
        linarith
      exact Submodule.mem_span_pair.2 ⟨_, _, (sub_eq_zero.1 hz).symm⟩
    · rw [Submodule.span_le]
      rintro ψ (rfl | rfl)
      · exact Module.End.mem_eigenspace_iff.2 (hamiltonian_aligned 0)
      · exact Module.End.mem_eigenspace_iff.2 (hamiltonian_aligned 1)
  refine ⟨hspan, ?_, fun μ hμ hE => ?_⟩
  · have li : LinearIndependent ℂ ![(aligned 0 : State V), aligned 1] := by
      refine LinearIndependent.pair_iff.2 fun a b h => ?_
      have h0 := congrFun h (fun _ => 0)
      have h1 := congrFun h (fun _ => 1)
      exact ⟨by simpa [aligned] using h0, by simpa [aligned] using h1⟩
    have hr := finrank_span_eq_card li
    rw [Matrix.range_cons_cons_empty, Fintype.card_fin] at hr
    rw [hspan, hr]
  · obtain ⟨ψ, hψ⟩ := hμ.exists_hasEigenvector
    refine excitation_bound hG hJ hg hψ.apply_eq_smul hψ.2 fun c => ?_
    have h1 := congrFun hψ.apply_eq_smul (fun _ => c)
    rw [hamiltonian_uniform, Pi.smul_apply, smul_eq_mul] at h1
    have h2 : (μ - groundEnergy G J g) * ψ (fun _ => c) = 0 := by linear_combination -h1
    exact (mul_eq_zero.1 h2).resolve_left (sub_ne_zero.2 hE)

end

end EasyAxisFerromagnet
```

```lean
#print axioms EasyAxisFerromagnet.lowest_eigenspace
```

```
'EasyAxisFerromagnet.lowest_eigenspace' depends on axioms: [propext, Classical.choice, Quot.sound]
```

For exact diagonalisation of a finite connected cluster with uniform J > 0 and g > 1 and no field, this gives the lowest level, its degeneracy and a lower bound, independent of cluster size, on the energy of any excitation. For a real magnet the model is an approximation, in which localised spins 1/2 with these couplings stand in for the electrons.

## Three spins in a row, and the isotropic case

Take a path of three sites with J = 1 and g = 2, so that E₀ = −1. With one spin down, at the first, middle or last site, H − E₀ is half the matrix with rows

(2, −1, 0), (−1, 4, −1), (0, −1, 2).

Diagonalising by hand gives excitation energies (3 − √3)/2 ≈ 0.634, 1 and (3 + √3)/2 ≈ 2.366. The sector with one spin up gives the same values. All lie above the bound 1/2, which the two-spin cluster attains.

The condition g > 1 can't be relaxed to g ≥ 1. For two coupled spins at g = 1, the state (↑↓ + ↓↑)/√2 also has energy −J/4, and the lowest level is threefold.
